# A totally symmetric planar stiffness is stable exactly when three positive, pairwise non-parallel springs realise it

A stiffness tensor is represented here by its sixteen components in a fixed Cartesian basis, and its total symmetry is a separate hypothesis. General elasticity requires only C_ijkl = C_jikl = C_ijlk = C_klij. Total symmetry adds the Cauchy relation C_0011 = C_0101, which holds for an unstressed crystal with central pair forces and every atom at rest at an inversion centre. The relation is assumed, not derived from a lattice.

In Lean 4 with Mathlib:

```lean
import Mathlib

open Finset

namespace PlanarSpringRealizability

noncomputable section
```

Indices take the values 0 and 1, as in `Fin 2`.

```lean
/-- A rank-four tensor on the plane, given by its components. -/
abbrev Tensor4 := Fin 2 → Fin 2 → Fin 2 → Fin 2 → ℝ
```

Swaps of neighbouring indices generate all permutations, so three equations express total symmetry.

```lean
/-- Total symmetry: the components are unchanged by each swap of neighbouring indices. -/
def TotallySymmetric (C : Tensor4) : Prop :=
  ∀ i j k l, C i j k l = C j i k l ∧ C i j k l = C i k j l ∧ C i j k l = C i j l k
```

The energy of a homogeneous strain e is

E(e) = Σ_ijkl C_ijkl e_ij e_kl,

which is twice the usual elastic energy density.

```lean
/-- The quadratic elastic energy `C_ijkl e_ij e_kl` of a strain `e`. -/
def energy (C : Tensor4) (e : Matrix (Fin 2) (Fin 2) ℝ) : ℝ :=
  ∑ i, ∑ j, ∑ k, ∑ l, C i j k l * e i j * e k l
```

Stability means E(e) > 0 for every nonzero symmetric e. Leaving out the symmetry of e would ruin the definition: an antisymmetric e is an infinitesimal rotation and costs nothing when C is totally symmetric, so no such tensor would be stable.

```lean
/-- Stability: every nonzero symmetric strain costs positive energy. -/
def Stable (C : Tensor4) : Prop :=
  ∀ e : Matrix (Fin 2) (Fin 2) ℝ, e.IsSymm → e ≠ 0 → 0 < energy C e
```

Springs with constants k_a and bond vectors r_a contribute

C_ijlm = Σ_a k_a r_a,i r_a,j r_a,l r_a,m.

To first order in e, a bond of length L elongates by (r·e·r)/L. For springs at their rest length in the unstrained state, k_a is therefore the ordinary spring constant divided by L² and by the area per bond of type a. All bonds follow the strain affinely, without internal relaxation.

```lean
/-- The stiffness of `n` central springs with constants `k a` and bond vectors `r a`. -/
def network {n : ℕ} (k : Fin n → ℝ) (r : Fin n → Fin 2 → ℝ) : Tensor4 :=
  fun i j l m => ∑ a, k a * r a i * r a j * r a l * r a m
```

The quantity r·e·r is called the stretch.

```lean
/-- The stretch `r_i e_ij r_j` of a bond `r` under the strain `e`. -/
def stretch (e : Matrix (Fin 2) (Fin 2) ℝ) (r : Fin 2 → ℝ) : ℝ :=
  ∑ i, ∑ j, r i * e i j * r j
```

Two bonds are non-parallel when their signed area u_0 v_1 − u_1 v_0 is nonzero.

```lean
/-- The signed area spanned by two bond vectors. -/
def cross (u v : Fin 2 → ℝ) : ℝ := u 0 * v 1 - u 1 * v 0
```

## Five components and the energy

Under total symmetry a component depends only on how many of its indices equal 1. Write

a0 = C_0000, a1 = C_0001, a2 = C_0011, a3 = C_0111, a4 = C_1111.

Two totally symmetric tensors that agree on these five are equal; the proof carries each remaining component to one of them by swaps.

```lean
/-- A totally symmetric planar tensor is determined by five of its components. -/
theorem eq_of_five {C D : Tensor4} (hC : TotallySymmetric C) (hD : TotallySymmetric D)
    (h0 : C 0 0 0 0 = D 0 0 0 0) (h1 : C 0 0 0 1 = D 0 0 0 1)
    (h2 : C 0 0 1 1 = D 0 0 1 1) (h3 : C 0 1 1 1 = D 0 1 1 1)
    (h4 : C 1 1 1 1 = D 1 1 1 1) : C = D := by
  have a1 : C 0 0 1 0 = D 0 0 1 0 := by
    rw [(hC 0 0 1 0).2.2, (hD 0 0 1 0).2.2, h1]
  have a2 : C 0 1 0 0 = D 0 1 0 0 := by
    rw [(hC 0 1 0 0).2.1, (hD 0 1 0 0).2.1, a1]
  have a3 : C 1 0 0 0 = D 1 0 0 0 := by
    rw [(hC 1 0 0 0).1, (hD 1 0 0 0).1, a2]
  have b1 : C 0 1 0 1 = D 0 1 0 1 := by
    rw [(hC 0 1 0 1).2.1, (hD 0 1 0 1).2.1, h2]
  have b2 : C 0 1 1 0 = D 0 1 1 0 := by
    rw [(hC 0 1 1 0).2.2, (hD 0 1 1 0).2.2, b1]
  have b3 : C 1 0 0 1 = D 1 0 0 1 := by
    rw [(hC 1 0 0 1).1, (hD 1 0 0 1).1, b1]
  have b4 : C 1 0 1 0 = D 1 0 1 0 := by
    rw [(hC 1 0 1 0).1, (hD 1 0 1 0).1, b2]
  have b5 : C 1 1 0 0 = D 1 1 0 0 := by
    rw [(hC 1 1 0 0).2.1, (hD 1 1 0 0).2.1, b4]
  have c1 : C 1 0 1 1 = D 1 0 1 1 := by
    rw [(hC 1 0 1 1).1, (hD 1 0 1 1).1, h3]
  have c2 : C 1 1 0 1 = D 1 1 0 1 := by
    rw [(hC 1 1 0 1).2.1, (hD 1 1 0 1).2.1, c1]
  have c3 : C 1 1 1 0 = D 1 1 1 0 := by
    rw [(hC 1 1 1 0).2.2, (hD 1 1 1 0).2.2, c2]
  have key : ∀ i j k l, C i j k l = D i j k l := by
    simp only [Fin.forall_fin_two, h0, h1, h2, h3, h4, a1, a2, a3, b1, b2, b3, b4, b5,
      c1, c2, c3, and_self]
  funext i j k l
  exact key i j k l
```

For a strain with e_00 = a, e_01 = e_10 = b and e_11 = c, collecting the sixteen terms gives

E = a0 a² + 4 a1 ab + a2 (2ac + 4b²) + 4 a3 bc + a4 c².

```lean
/-- The energy of the strain with entries `a, b, c`, in terms of five stiffness components. -/
theorem energy_strain {C : Tensor4} (hC : TotallySymmetric C) (a b c : ℝ) :
    energy C !![a, b; b, c] = C 0 0 0 0 * a ^ 2 + 4 * C 0 0 0 1 * a * b
      + C 0 0 1 1 * (2 * a * c + 4 * b ^ 2) + 4 * C 0 1 1 1 * b * c + C 1 1 1 1 * c ^ 2 := by
  have e00 : (!![a, b; b, c] : Matrix (Fin 2) (Fin 2) ℝ) 0 0 = a := rfl
  have e01 : (!![a, b; b, c] : Matrix (Fin 2) (Fin 2) ℝ) 0 1 = b := rfl
  have e10 : (!![a, b; b, c] : Matrix (Fin 2) (Fin 2) ℝ) 1 0 = b := rfl
  have e11 : (!![a, b; b, c] : Matrix (Fin 2) (Fin 2) ℝ) 1 1 = c := rfl
  simp only [energy, Fin.sum_univ_two, e00, e01, e10, e11]
  -- reduce every component to one of the five independent ones
  have a1 : C 0 0 1 0 = C 0 0 0 1 := (hC 0 0 1 0).2.2
  have a2 : C 0 1 0 0 = C 0 0 0 1 := (hC 0 1 0 0).2.1.trans a1
  have a3 : C 1 0 0 0 = C 0 0 0 1 := (hC 1 0 0 0).1.trans a2
  have b1 : C 0 1 0 1 = C 0 0 1 1 := (hC 0 1 0 1).2.1
  have b2 : C 0 1 1 0 = C 0 0 1 1 := (hC 0 1 1 0).2.2.trans b1
  have b3 : C 1 0 0 1 = C 0 0 1 1 := (hC 1 0 0 1).1.trans b1
  have b4 : C 1 0 1 0 = C 0 0 1 1 := (hC 1 0 1 0).1.trans b2
  have b5 : C 1 1 0 0 = C 0 0 1 1 := (hC 1 1 0 0).2.1.trans b4
  have c1 : C 1 0 1 1 = C 0 1 1 1 := (hC 1 0 1 1).1
  have c2 : C 1 1 0 1 = C 0 1 1 1 := (hC 1 1 0 1).2.1.trans c1
  have c3 : C 1 1 1 0 = C 0 1 1 1 := (hC 1 1 1 0).2.2.trans c2
  rw [a1, a2, a3, b1, b2, b3, b4, b5, c1, c2, c3]
  ring
```

## Two springs from four components

Suppose a0 > 0 and D = a0 a2 − a1² > 0. We look for springs along (1, x) and (1, y), with constants u and v, that reproduce a0 to a3. First solve

a2 = p a1 + q a0, a3 = p a2 + q a1,

which gives p = (a0 a3 − a1 a2)/D and q = (a2² − a1 a3)/D. Let x and y be the roots of z² = pz + q. They are real and distinct, because

a0² (p² + 4q) = (2a1 − p a0)² + 4D > 0.

With x < y, the conditions u + v = a0 and ux + vy = a1 give

u = (a0 y − a1)/(y − x), v = (a1 − a0 x)/(y − x).

The two numerators have product D > 0 and sum a0 (y − x) > 0, so both are positive. Finally,

ux² + vy² = p a1 + q a0 = a2,
ux³ + vy³ = p a2 + q a1 = a3.

In the code, `linear_combination` checks these identities.

```lean
/-- Four moments with `a0 > 0` and `a0 a2 > a1²` are those of two positive weights
at distinct real points. -/
theorem two_point_moments (a0 a1 a2 a3 : ℝ) (h0 : 0 < a0) (hD : 0 < a0 * a2 - a1 ^ 2) :
    ∃ x y u v : ℝ, x < y ∧ 0 < u ∧ 0 < v ∧ u + v = a0 ∧ u * x + v * y = a1 ∧
      u * x ^ 2 + v * y ^ 2 = a2 ∧ u * x ^ 3 + v * y ^ 3 = a3 := by
  -- the recursion whose characteristic roots are the two points
  obtain ⟨p, q, h2, h3⟩ : ∃ p q : ℝ, a2 = p * a1 + q * a0 ∧ a3 = p * a2 + q * a1 := by
    obtain ⟨D, hd⟩ : ∃ D, D = a0 * a2 - a1 ^ 2 := ⟨_, rfl⟩
    have hn : D ≠ 0 := by rw [hd]; exact hD.ne'
    refine ⟨(a0 * a3 - a1 * a2) / D, (a2 ^ 2 - a1 * a3) / D, ?_, ?_⟩
    · apply mul_right_cancel₀ hn
      rw [add_mul, mul_right_comm, div_mul_cancel₀ _ hn, mul_right_comm,
        div_mul_cancel₀ _ hn, hd]
      ring
    · apply mul_right_cancel₀ hn
      rw [add_mul, mul_right_comm, div_mul_cancel₀ _ hn, mul_right_comm,
        div_mul_cancel₀ _ hn, hd]
      ring
  have hdisc : 0 < p ^ 2 + 4 * q := by
    have key : a0 ^ 2 * (p ^ 2 + 4 * q)
        = (2 * a1 - p * a0) ^ 2 + 4 * (a0 * a2 - a1 ^ 2) := by
      linear_combination (-4 * a0) * h2
    have hp : 0 < a0 ^ 2 * (p ^ 2 + 4 * q) := by
      rw [key]
      linarith [sq_nonneg (2 * a1 - p * a0)]
    exact (mul_pos_iff_of_pos_left (by positivity)).mp hp
  obtain ⟨x, y, hxy, hs, hm⟩ : ∃ x y : ℝ, x < y ∧ x + y = p ∧ x * y = -q := by
    have s0 := Real.sqrt_pos.mpr hdisc
    have s2 := Real.sq_sqrt hdisc.le
    refine ⟨(p - √(p ^ 2 + 4 * q)) / 2, (p + √(p ^ 2 + 4 * q)) / 2, by linarith, by ring, ?_⟩
    linear_combination (-1 / 4) * s2
  have hd : 0 < y - x := sub_pos.mpr hxy
  have hn : y - x ≠ 0 := hd.ne'
  -- the mean lies strictly between the roots, so both weights are positive
  have hpos : 0 < a0 * y - a1 ∧ 0 < a1 - a0 * x := by
    have hprod : (a0 * y - a1) * (a1 - a0 * x) = a0 * a2 - a1 ^ 2 := by
      linear_combination a0 * a1 * hs - a0 ^ 2 * hm - a0 * h2
    have hsum : 0 < a0 * (y - x) := mul_pos h0 hd
    rcases mul_pos_iff.mp (hprod ▸ hD) with h | h
    · exact h
    · exfalso
      linarith [h.1, h.2]
  have hw0 : (a0 * y - a1) / (y - x) + (a1 - a0 * x) / (y - x) = a0 := by
    rw [← add_div, div_eq_iff hn]
    ring
  have hw1 : (a0 * y - a1) / (y - x) * x + (a1 - a0 * x) / (y - x) * y = a1 := by
    rw [div_mul_eq_mul_div, div_mul_eq_mul_div, ← add_div, div_eq_iff hn]
    ring
  have hx : x ^ 2 = p * x + q := by linear_combination x * hs - hm
  have hy : y ^ 2 = p * y + q := by linear_combination y * hs - hm
  have hu := div_pos hpos.1 hd
  have hv := div_pos hpos.2 hd
  generalize (a0 * y - a1) / (y - x) = u at *
  generalize (a1 - a0 * x) / (y - x) = v at *
  have hw2 : u * x ^ 2 + v * y ^ 2 = a2 := by
    linear_combination u * hx + v * hy + p * hw1 + q * hw0 - h2
  refine ⟨x, y, u, v, hxy, hu, hv, hw0, hw1, hw2, ?_⟩
  linear_combination u * x * hx + v * y * hy + p * hw2 + q * hw1 - h3
```

## Zero energy and zero strain

Inserting the network tensor into E and factoring each term gives

E(e) = Σ_a k_a (r_a·e·r_a)².

```lean
/-- The energy of a spring network is the sum of its spring constants times squared stretches. -/
theorem energy_network {n : ℕ} (k : Fin n → ℝ) (r : Fin n → Fin 2 → ℝ)
    (e : Matrix (Fin 2) (Fin 2) ℝ) :
    energy (network k r) e = ∑ a, k a * stretch e (r a) ^ 2 := by
  simp only [energy, network, stretch, Fin.sum_univ_two, Finset.sum_mul,
    ← Finset.sum_add_distrib]
  exact Finset.sum_congr rfl fun a _ => by ring
```

If three bonds have zero stretch, then for each r = (X, Y)

X² e_00 + 2XY e_01 + Y² e_11 = 0.

The determinant of this linear system is, up to sign, twice the product of the three signed areas. It is nonzero for pairwise non-parallel bonds, so e = 0. The proof applies Cramer's rule to each entry.

```lean
/-- A symmetric strain that stretches none of three pairwise non-parallel bonds is zero. -/
theorem strain_eq_zero {e : Matrix (Fin 2) (Fin 2) ℝ} (he : e.IsSymm)
    {r : Fin 3 → Fin 2 → ℝ} (hr : ∀ a b, a ≠ b → cross (r a) (r b) ≠ 0)
    (hz : ∀ a, stretch e (r a) = 0) : e = 0 := by
  have hs : e 1 0 = e 0 1 := he.apply 0 1
  have q0 := hz 0
  have q1 := hz 1
  have q2 := hz 2
  have hV := mul_ne_zero (mul_ne_zero (hr 0 1 (by decide)) (hr 0 2 (by decide)))
    (hr 1 2 (by decide))
  simp only [stretch, Fin.sum_univ_two, hs] at q0 q1 q2
  simp only [cross] at hV
  generalize r 0 0 = x0 at *
  generalize r 0 1 = y0 at *
  generalize r 1 0 = x1 at *
  generalize r 1 1 = y1 at *
  generalize r 2 0 = x2 at *
  generalize r 2 1 = y2 at *
  -- Cramer's rule for the three stretch equations
  have h00 : e 0 0 = 0 := by
    apply (mul_eq_zero.mp ?_).resolve_right hV
    linear_combination (x1 * y1 * y2 ^ 2 - y1 ^ 2 * x2 * y2) * q0
      - (x0 * y0 * y2 ^ 2 - y0 ^ 2 * x2 * y2) * q1
      + (x0 * y0 * y1 ^ 2 - y0 ^ 2 * x1 * y1) * q2
  have h01 : e 0 1 = 0 := by
    apply (mul_eq_zero.mp ?_).resolve_right hV
    linear_combination (-(x1 ^ 2 * y2 ^ 2 - y1 ^ 2 * x2 ^ 2) / 2) * q0
      + ((x0 ^ 2 * y2 ^ 2 - y0 ^ 2 * x2 ^ 2) / 2) * q1
      - ((x0 ^ 2 * y1 ^ 2 - y0 ^ 2 * x1 ^ 2) / 2) * q2
  have h11 : e 1 1 = 0 := by
    apply (mul_eq_zero.mp ?_).resolve_right hV
    linear_combination (x1 ^ 2 * x2 * y2 - x1 * y1 * x2 ^ 2) * q0
      - (x0 ^ 2 * x2 * y2 - x0 * y0 * x2 ^ 2) * q1
      + (x0 ^ 2 * x1 * y1 - x0 * y0 * x1 ^ 2) * q2
  have key : ∀ i j, e i j = 0 := by
    simp only [Fin.forall_fin_two, h00, h01, hs, h11, and_self]
  ext i j
  exact key i j
```

## The equivalence

Let C be stable. The strain (a, b, c) = (1, 0, 0) has energy a0, so a0 > 0. The strain (−a1, a0/2, 0) has energy a0 (a0 a2 − a1²), so D > 0, and the first two springs exist. Subtracting them from C leaves only the 1111 component,

t = a4 − ux⁴ − vy⁴.

To find its sign, take the strain (xy, −(x + y)/2, 1). It stretches a bond (1, z) by (z − x)(z − y), hence neither of the first two, and its energy is t. Stability gives t > 0, and t is the constant of a third spring along (0, 1).

Conversely, if a network of three such springs had E(e) ≤ 0, every term k_a (r_a·e·r_a)² would vanish, and the previous result would force e = 0.

```lean
/-- A totally symmetric planar stiffness is stable exactly when it is the stiffness of three
springs with positive constants and pairwise non-parallel bonds. -/
theorem stable_iff_three_positive_springs {C : Tensor4} (hC : TotallySymmetric C) :
    Stable C ↔ ∃ (k : Fin 3 → ℝ) (r : Fin 3 → Fin 2 → ℝ), (∀ a, 0 < k a) ∧
      (∀ a b, a ≠ b → cross (r a) (r b) ≠ 0) ∧ C = network k r := by
  constructor
  · intro h
    have pos : ∀ a b c : ℝ, ¬(a = 0 ∧ b = 0 ∧ c = 0) → 0 < energy C !![a, b; b, c] := by
      intro a b c hne
      refine h _ (by ext i j; fin_cases i <;> fin_cases j <;> rfl) fun h0 => hne ?_
      exact ⟨congrFun (congrFun h0 0) 0, congrFun (congrFun h0 0) 1, congrFun (congrFun h0 1) 1⟩
    have p0 : 0 < C 0 0 0 0 := by
      have := pos 1 0 0 (by norm_num)
      rw [energy_strain hC] at this
      linarith
    have pD : 0 < C 0 0 0 0 * C 0 0 1 1 - C 0 0 0 1 ^ 2 := by
      have := pos (-C 0 0 0 1) (C 0 0 0 0 / 2) 0 (fun hh => by linarith [hh.2.1])
      rw [energy_strain hC] at this
      refine (mul_pos_iff_of_pos_left p0).mp ?_
      linarith
    obtain ⟨x, y, u, v, hxy, hu, hv, m0, m1, m2, m3⟩ :=
      two_point_moments _ _ _ (C 0 1 1 1) p0 pD
    -- the strain that stretches neither of the first two springs
    have ht : 0 < C 1 1 1 1 - u * x ^ 4 - v * y ^ 4 := by
      have := pos (x * y) (-(x + y) / 2) 1 (by norm_num)
      rw [energy_strain hC, ← m0, ← m1, ← m2, ← m3] at this
      linarith
    refine ⟨![u, v, C 1 1 1 1 - u * x ^ 4 - v * y ^ 4], ![![1, x], ![1, y], ![0, 1]],
      ?_, ?_, ?_⟩
    · intro a
      fin_cases a
      · exact hu
      · exact hv
      · exact ht
    · intro a b hab
      fin_cases a <;> fin_cases b <;>
        simp [cross, sub_eq_zero, hxy.ne, hxy.ne'] at hab ⊢
    · generalize hT : C 1 1 1 1 - u * x ^ 4 - v * y ^ 4 = t
      refine eq_of_five hC ?_ ?_ ?_ ?_ ?_ ?_
      · intro i j k l
        refine ⟨?_, ?_, ?_⟩ <;> exact Finset.sum_congr rfl fun a _ => by ring
      all_goals simp only [network, Fin.sum_univ_three]
      · change _ = u * 1 * 1 * 1 * 1 + v * 1 * 1 * 1 * 1 + t * 0 * 0 * 0 * 0
        linear_combination -m0
      · change _ = u * 1 * 1 * 1 * x + v * 1 * 1 * 1 * y + t * 0 * 0 * 0 * 1
        linear_combination -m1
      · change _ = u * 1 * 1 * x * x + v * 1 * 1 * y * y + t * 0 * 0 * 1 * 1
        linear_combination -m2
      · change _ = u * 1 * x * x * x + v * 1 * y * y * y + t * 0 * 1 * 1 * 1
        linear_combination -m3
      · change _ = u * x * x * x * x + v * y * y * y * y + t * 1 * 1 * 1 * 1
        linear_combination hT
  · rintro ⟨k, r, hk, hr, rfl⟩ e he hne
    rw [energy_network]
    have hnn : ∀ a ∈ (univ : Finset (Fin 3)), 0 ≤ k a * stretch e (r a) ^ 2 :=
      fun a _ => mul_nonneg (hk a).le (sq_nonneg _)
    by_contra hneg
    have hsum := le_antisymm (not_lt.mp hneg) (Finset.sum_nonneg hnn)
    refine hne (strain_eq_zero he hr fun a => ?_)
    have h0 := (Finset.sum_eq_zero_iff_of_nonneg hnn).mp hsum a (Finset.mem_univ a)
    exact pow_eq_zero_iff (two_ne_zero) |>.mp ((mul_eq_zero.mp h0).resolve_left (hk a).ne')
```

As an example, take the isotropic stiffness a0 = a4 = 3, a2 = 1, a1 = a3 = 0. Then D = 3, p = 0 and q = 1/3, so x = −1/√3, y = 1/√3 and u = v = 3/2. The third constant is t = 3 − 2·(3/2)·(1/9) = 8/3. Rescaling the first two bonds to unit length multiplies their constants by (4/3)² = 16/9, giving 8/3 as well: three equal springs at 60° to one another, as in a triangular lattice.

For simulation practice, this means that three harmonic central bonds can match any stable planar stiffness obeying the Cauchy relation, within linear, affine elasticity, provided the bond directions are fitted together with the constants. With the bond vectors prescribed, three constants cannot match five arbitrary components.

## Two springs leave a soft strain

Choose nonzero normals n = (a, b) and m = (c, d) to the two bonds; for a zero bond vector any normal will do. The symmetric strain

e = n mᵀ + m nᵀ

gives r·e·r = 2 (n·r)(m·r), which vanishes on both bonds. It is nonzero, since vanishing entries would imply |n|² |m|² = 0. Its energy is therefore zero whatever the constants, negative ones included, and the network is not stable.

```lean
/-- No planar network of two springs is stable, whatever its constants and bond vectors. -/
theorem two_springs_not_stable (k : Fin 2 → ℝ) (r : Fin 2 → Fin 2 → ℝ) :
    ¬ Stable (network k r) := by
  have perp : ∀ s : Fin 2 → ℝ, ∃ a b : ℝ, 0 < a ^ 2 + b ^ 2 ∧ a * s 0 + b * s 1 = 0 := by
    intro s
    by_cases h : s 0 = 0
    · exact ⟨1, 0, by norm_num, by rw [h]; ring⟩
    · exact ⟨-s 1, s 0, by positivity, by ring⟩
  obtain ⟨a, b, hab, h0⟩ := perp (r 0)
  obtain ⟨c, d, hcd, h1⟩ := perp (r 1)
  intro h
  -- the symmetrized product of the two bond normals
  have hp := h !![2 * a * c, a * d + b * c; a * d + b * c, 2 * b * d]
    (by ext i j; fin_cases i <;> fin_cases j <;> rfl) (by
      intro hz
      have z0 : 2 * a * c = 0 := congrFun (congrFun hz 0) 0
      have z1 : a * d + b * c = 0 := congrFun (congrFun hz 0) 1
      have z2 : 2 * b * d = 0 := congrFun (congrFun hz 1) 1
      have : (a ^ 2 + b ^ 2) * (c ^ 2 + d ^ 2) = 0 := by
        linear_combination (a * c / 2 - b * d) * z0 + (a * d + b * c) * z1 + (b * d / 2) * z2
      exact (mul_pos hab hcd).ne' this)
  have hst : ∀ s : Fin 2 → ℝ,
      stretch !![2 * a * c, a * d + b * c; a * d + b * c, 2 * b * d] s
        = 2 * (a * s 0 + b * s 1) * (c * s 0 + d * s 1) := by
    intro s
    simp only [stretch, Fin.sum_univ_two]
    change s 0 * (2 * a * c) * s 0 + s 0 * (a * d + b * c) * s 1
      + (s 1 * (a * d + b * c) * s 0 + s 1 * (2 * b * d) * s 1) = _
    ring
  rw [energy_network, Fin.sum_univ_two, hst, hst, h0, h1] at hp
  norm_num at hp

end

end PlanarSpringRealizability
```

```lean
#print axioms PlanarSpringRealizability.stable_iff_three_positive_springs
-- 'PlanarSpringRealizability.stable_iff_three_positive_springs' depends on axioms: [propext, Classical.choice, Quot.sound]
#print axioms PlanarSpringRealizability.two_springs_not_stable
-- 'PlanarSpringRealizability.two_springs_not_stable' depends on axioms: [propext, Classical.choice, Quot.sound]
```
